# Half-integer Bohr–Sommerfeld quantization of the Kepler orbit gives the nonrelativistic hydrogen levels

## An electron between two radii

A classical electron bound to a proton moves between a smallest and a largest distance from it, and its energy can take a continuous range of values. Bohr–Sommerfeld quantization selects discrete energies by restricting both the radial action and the angular momentum. For the Coulomb potential the radial action has a closed form, so the selected energies can be found exactly.

Let the particle have mass $m$, energy $E$ and angular momentum $L$ in the potential energy $-k/r$, with $m,k,L>0$. For hydrogen, $m$ is the reduced mass of the electron and proton, and $k=e^2/(4\pi\varepsilon_0)$ in SI units, with $e$ the elementary charge and $\varepsilon_0$ the vacuum permittivity. The squared radial momentum is

$$p_r^2 = 2mE+\frac{2mk}{r}-\frac{L^2}{r^2}.$$

The orbit is bound and non-circular when $E<0$ and $L^2<mk^2/(-2E)$.

## Turning points

Multiplying $p_r^2=0$ by $r^2$ gives $2mEr^2+2mkr-L^2=0$, with roots

$$p,\,q=\frac{mk\mp\sqrt{(mk)^2+2mEL^2}}{-2mE}.$$

The bound on $L^2$ makes the discriminant positive. Since $E<0$ and $L>0$, its square root is smaller than $mk$, so $0<p<q$. The roots satisfy

$$p+q=\frac{k}{-E},\qquad pq=\frac{L^2}{-2mE},\qquad p_r^2=\frac{-2mE\,(r-p)(q-r)}{r^2}.$$

## The radial integral

Write $R=\sqrt{(r-p)(q-r)}$ and $g=\sqrt{pq}$. A primitive of $R/r$ is

$$F=R+\frac{p+q}{2}\arcsin u_1-g\arcsin u_2,$$

$$u_1=\frac{2r-p-q}{q-p},\qquad u_2=\frac{p+q-2pq/r}{q-p}.$$

To check it, note that

$$1-u_1^2=\frac{4R^2}{(q-p)^2},\qquad 1-u_2^2=\frac{4g^2R^2}{r^2(q-p)^2}.$$

With $u_1'=2/(q-p)$ and $u_2'=2pq/(r^2(q-p))$, the arcsines have derivatives $1/R$ and $g/(rR)$. Since $R'=(p+q-2r)/(2R)$,

$$F'=\frac{(p+q)-r-pq/r}{R}=\frac{R^2}{rR}=\frac{R}{r}.$$

From $p$ to $q$ both arcsines rise from $-\pi/2$ to $\pi/2$, while $R$ vanishes at both ends. Hence

$$\int_p^q\frac{R}{r}\,dr=\pi\left(\frac{p+q}{2}-\sqrt{pq}\right).$$

Multiplying by $\sqrt{-2mE}$ and inserting the sum and product gives the action:

$$\int_p^q p_r\,dr=\pi\sqrt{-2mE}\left(\frac{k}{-2E}-\frac{L}{\sqrt{-2mE}}\right)=\pi\left(k\sqrt{\frac{m}{-2E}}-L\right).$$

## Solving for the energy

Set the action equal to $\pi J$ with $J>0$. Then $k\sqrt{m/(-2E)}=J+L$, and squaring gives

$$E=-\frac{mk^2}{2(J+L)^2}.$$

Conversely, this energy is negative and satisfies $mk^2/(-2E)=(J+L)^2>L^2$. The orbit is therefore bound, and taking the positive square root recovers the action $\pi J$.

Now let $n,l=0,1,2,\dots$ and take $J=\hbar(n+\tfrac12)$, $L=\hbar(l+\tfrac12)$. The energy becomes

$$E=-\frac{mk^2}{2\hbar^2(n+l+1)^2}.$$

Here $\hbar$ is the reduced Planck constant, $n$ counts radial nodes, $l$ is the orbital angular-momentum quantum number, and $n+l+1$ is the usual principal quantum number. The half in $J$ stands for the phase losses at the two turning points. The half in $L$ is the Langer correction, which adapts the semiclassical approximation to the radial half-line.

If instead $L=\hbar\sqrt{l(l+1)}$ with $l\ge1$, then $L<\hbar(l+\tfrac12)$. The denominator shrinks and the energy lies strictly below the hydrogen level with the same $n$ and $l$.

## Reading the Lean statements

All quantities are real numbers, and units are left to the reader. `radialMomentumSq` is $p_r^2$, while `rInner` and `rOuter` are $p$ and $q$. `BoundOrbit` contains the two inequalities for a bound orbit, and `radialAction` is the integral over one passage from $p$ to $q$. A full radial cycle has twice this action, so the condition `π * (hbar * (n + 1 / 2))` corresponds to $\oint p_r\,dr=2\pi\hbar(n+\tfrac12)$.

`radialAction_eq` states the action formula for positive $m,k,L$ and a bound orbit. `bound_with_action_iff` says that, for $J>0$, being bound with action $\pi J$ is equivalent to having the stated energy. `hydrogen_levels` specialises this equivalence to natural numbers `n` and `l`. `BoundOrbit` on its left side states the physical condition explicitly. It is logically redundant there: for positive `m`, `k` and `L`, Lean's `radialAction` is zero whenever `BoundOrbit` fails, so it cannot equal $\pi J$ with $J>0$.

Both half-integer rules are assumptions, and the Schrödinger equation does not enter. The model is one nonrelativistic, spinless particle in a pure Coulomb potential; within that restriction, the formula provides an exact reference for numerical semiclassical radial quantization. Circular orbits and $L=0$ are excluded.

## The complete file

```lean
import Mathlib

open Real Set

namespace KeplerBohrSommerfeld

noncomputable section

/-- Squared radial momentum at radius `r` in the potential `-k/r`, for energy `E` and angular
momentum `L`. -/
def radialMomentumSq (m k E L r : ℝ) : ℝ := 2 * m * E + 2 * m * k / r - L ^ 2 / r ^ 2

/-- The inner turning point of the radial motion. -/
def rInner (m k E L : ℝ) : ℝ := (m * k - √((m * k) ^ 2 + 2 * m * E * L ^ 2)) / (-2 * m * E)

/-- The outer turning point of the radial motion. -/
def rOuter (m k E L : ℝ) : ℝ := (m * k + √((m * k) ^ 2 + 2 * m * E * L ^ 2)) / (-2 * m * E)

/-- The orbit has negative energy and less angular momentum than the circular orbit of the
same energy. -/
def BoundOrbit (m k E L : ℝ) : Prop := E < 0 ∧ L ^ 2 < m * k ^ 2 / (-2 * E)

/-- The radial action: the radial momentum integrated from the inner to the outer turning point. -/
def radialAction (m k E L : ℝ) : ℝ :=
  ∫ r in (rInner m k E L)..(rOuter m k E L), √(radialMomentumSq m k E L r)

/-- Chain rule for the arcsine, with the square root in its derivative already evaluated. -/
theorem hasDerivAt_arcsin_of_sq {u : ℝ → ℝ} {u' s r : ℝ} (hu : HasDerivAt u u' r)
    (hs : 0 < s) (h : 1 - (u r) ^ 2 = s ^ 2) :
    HasDerivAt (fun x => arcsin (u x)) (u' / s) r := by
  have hs2 := pow_pos hs 2
  have h1 : u r ≠ -1 := by
    intro h'
    rw [h'] at h
    linarith
  have h2 : u r ≠ 1 := by
    intro h'
    rw [h'] at h
    linarith
  have h3 := (Real.hasDerivAt_arcsin h1 h2).comp r hu
  rw [h, Real.sqrt_sq hs.le] at h3
  exact h3.congr_deriv (by ring)

/-- The radial integral written in terms of its turning points `p < q`. -/
theorem integral_between_turning_points {p q : ℝ} (hp : 0 < p) (hpq : p < q) :
    ∫ r in p..q, √((r - p) * (q - r)) / r = π * ((p + q) / 2 - √(p * q)) := by
  have hq : 0 < q := hp.trans hpq
  have hd : 0 < q - p := sub_pos.2 hpq
  have hd' := hd.ne'
  obtain ⟨g, hg⟩ : ∃ g, g = √(p * q) := ⟨_, rfl⟩
  have hg0 : 0 < g := by rw [hg]; positivity
  have hg2 : g ^ 2 = p * q := by rw [hg]; exact Real.sq_sqrt (by positivity)
  rw [← hg]
  -- an explicit primitive, continuous up to the turning points
  obtain ⟨F, hF⟩ : ∃ F : ℝ → ℝ, F = fun r => √((r - p) * (q - r))
      + (p + q) / 2 * arcsin ((2 * r - p - q) / (q - p))
      - g * arcsin ((p + q - 2 * p * q * r⁻¹) / (q - p)) := ⟨_, rfl⟩
  have c1 : Continuous fun r : ℝ => √((r - p) * (q - r)) := by fun_prop
  have c2 : Continuous fun r : ℝ => (2 * r - p - q) / (q - p) := by fun_prop
  have hinv : ContinuousOn (fun r : ℝ => r⁻¹) (Icc p q) :=
    continuousOn_id.inv₀ (fun x hx => (hp.trans_le hx.1).ne')
  have hcont : ContinuousOn F (Icc p q) := by
    rw [hF]
    exact (c1.continuousOn.add
      (continuous_const.mul (Real.continuous_arcsin.comp c2)).continuousOn).sub
      (continuousOn_const.mul (Real.continuous_arcsin.comp_continuousOn
        ((continuousOn_const.sub (continuousOn_const.mul hinv)).div_const (q - p))))
  have hint : IntervalIntegrable (fun r : ℝ => √((r - p) * (q - r)) / r)
      MeasureTheory.volume p q :=
    ContinuousOn.intervalIntegrable_of_Icc hpq.le
      (c1.continuousOn.div continuousOn_id (fun x hx => (hp.trans_le hx.1).ne'))
  have hderiv : ∀ r ∈ Ioo p q, HasDerivAt F (√((r - p) * (q - r)) / r) r := by
    intro r hr
    have hr0 : 0 < r := hp.trans hr.1
    have hX : 0 < (r - p) * (q - r) := mul_pos (sub_pos.2 hr.1) (sub_pos.2 hr.2)
    obtain ⟨R, hR⟩ : ∃ R, R = √((r - p) * (q - r)) := ⟨_, rfl⟩
    have hR0 : 0 < R := by rw [hR]; exact Real.sqrt_pos.2 hX
    have hR2 : R ^ 2 = (r - p) * (q - r) := by rw [hR]; exact Real.sq_sqrt hX.le
    have d0 : HasDerivAt (fun x : ℝ => (x - p) * (q - x)) (p + q - 2 * r) r :=
      (((hasDerivAt_id' r).sub_const p).fun_mul
        ((hasDerivAt_id' r).const_sub q)).congr_deriv (by ring)
    have d1 : HasDerivAt (fun x : ℝ => √((x - p) * (q - x))) ((p + q - 2 * r) / (2 * R)) r := by
      rw [hR]
      exact d0.sqrt hX.ne'
    have u1 : HasDerivAt (fun x : ℝ => (2 * x - p - q) / (q - p)) (2 / (q - p)) r :=
      (((((hasDerivAt_id' r).const_mul 2).sub_const p).sub_const q).div_const
        (q - p)).congr_deriv (by ring)
    have u2 : HasDerivAt (fun x : ℝ => (p + q - 2 * p * q * x⁻¹) / (q - p))
        (2 * p * q / r ^ 2 / (q - p)) r :=
      ((((hasDerivAt_inv hr0.ne').const_mul (2 * p * q)).const_sub (p + q)).div_const
        (q - p)).congr_deriv (by ring)
    have d2 := hasDerivAt_arcsin_of_sq u1 (s := 2 * R / (q - p))
      (div_pos (by positivity) hd) (by
        rw [div_pow, div_pow, mul_pow, hR2]
        field_simp
        ring)
    have d3 := hasDerivAt_arcsin_of_sq u2 (s := 2 * g * R / (r * (q - p)))
      (div_pos (by positivity) (mul_pos hr0 hd)) (by
        rw [div_pow, div_pow, mul_pow, mul_pow, hR2, hg2]
        field_simp
        ring)
    rw [hF, ← hR]
    refine ((d1.fun_add (d2.const_mul ((p + q) / 2))).fun_sub (d3.const_mul g)).congr_deriv ?_
    have t1 : 2 / (q - p) / (2 * R / (q - p)) = 1 / R := by field_simp
    have t2 : g * (2 * p * q / r ^ 2 / (q - p) / (2 * g * R / (r * (q - p))))
        = p * q / (r * R) := by field_simp
    have t3 : R / r = R ^ 2 / (r * R) := by field_simp
    rw [t1, t2, t3, hR2]
    field_simp
    ring
  rw [intervalIntegral.integral_eq_sub_of_hasDerivAt_of_le hpq.le hcont hderiv hint]
  -- at the turning points both arcsines equal ± π/2
  have v1 : (2 * q - p - q) / (q - p) = 1 := by rw [div_eq_iff hd']; ring
  have v2 : (2 * p - p - q) / (q - p) = -1 := by rw [div_eq_iff hd']; ring
  have v3 : (p + q - 2 * p * q * q⁻¹) / (q - p) = 1 := by
    rw [div_eq_iff hd', mul_inv_cancel_right₀ hq.ne']; ring
  have v4 : (p + q - 2 * p * q * p⁻¹) / (q - p) = -1 := by
    rw [div_eq_iff hd', mul_right_comm 2 p q, mul_inv_cancel_right₀ hp.ne']; ring
  simp only [hF, v1, v2, v3, v4, sub_self, zero_mul, mul_zero, Real.sqrt_zero,
    Real.arcsin_one, Real.arcsin_neg_one]
  ring

variable {m k E L : ℝ}

/-- The turning points of a bound orbit are positive and distinct, with sum `k/(-E)` and
product `L²/(-2mE)`. -/
theorem turning_points (hm : 0 < m) (hk : 0 < k) (hL : 0 < L) (h : BoundOrbit m k E L) :
    0 < rInner m k E L ∧ rInner m k E L < rOuter m k E L ∧
    rInner m k E L + rOuter m k E L = k / (-E) ∧
    rInner m k E L * rOuter m k E L = L ^ 2 / (-2 * m * E) := by
  obtain ⟨hE, hb⟩ := h
  have ha : 0 < -2 * m * E := by nlinarith [mul_pos hm (neg_pos.2 hE)]
  have hb' := mul_lt_mul_of_pos_left ((lt_div_iff₀ (by linarith)).1 hb) hm
  have hD : 0 < (m * k) ^ 2 + 2 * m * E * L ^ 2 := by nlinarith
  unfold rInner rOuter
  obtain ⟨s, hs⟩ : ∃ s, s = √((m * k) ^ 2 + 2 * m * E * L ^ 2) := ⟨_, rfl⟩
  have hs0 : 0 < s := by rw [hs]; exact Real.sqrt_pos.2 hD
  have hs2 : s ^ 2 = (m * k) ^ 2 + 2 * m * E * L ^ 2 := by rw [hs]; exact Real.sq_sqrt hD.le
  rw [← hs]
  have hlt : s < m * k := by
    have := mul_pos ha (pow_pos hL 2)
    exact lt_of_pow_lt_pow_left₀ 2 (by positivity) (by rw [hs2]; linarith)
  refine ⟨div_pos (by linarith) ha, div_lt_div_of_pos_right (by linarith) ha, ?_, ?_⟩
  · rw [← add_div, div_eq_div_iff ha.ne' (neg_pos.2 hE).ne']
    ring
  · rw [div_mul_div_comm, div_eq_div_iff (mul_pos ha ha).ne' ha.ne']
    linear_combination (2 * m * E) * hs2

/-- The squared radial momentum of a bound orbit, factored through its turning points. -/
theorem radialMomentumSq_factor (hm : 0 < m) (hk : 0 < k) (hL : 0 < L)
    (h : BoundOrbit m k E L) {r : ℝ} (hr : 0 < r) :
    radialMomentumSq m k E L r =
      (-2 * m * E) * ((r - rInner m k E L) * (rOuter m k E L - r)) / r ^ 2 := by
  obtain ⟨-, -, hsum, hprod⟩ := turning_points hm hk hL h
  have hE : E ≠ 0 := h.1.ne
  have e : (r - rInner m k E L) * (rOuter m k E L - r)
      = k / (-E) * r - r ^ 2 - L ^ 2 / (-2 * m * E) := by
    rw [← hsum, ← hprod]; ring
  rw [e, radialMomentumSq]
  field_simp
  ring

/-- On a bound orbit the radial momentum vanishes at the two turning points and at no other
positive radius. -/
theorem radialMomentumSq_eq_zero_iff (hm : 0 < m) (hk : 0 < k) (hL : 0 < L)
    (h : BoundOrbit m k E L) {r : ℝ} (hr : 0 < r) :
    radialMomentumSq m k E L r = 0 ↔ r = rInner m k E L ∨ r = rOuter m k E L := by
  have ha : 0 < -2 * m * E := by nlinarith [mul_pos hm (neg_pos.2 h.1)]
  rw [radialMomentumSq_factor hm hk hL h hr]
  constructor
  · intro h0
    have h1 := (mul_eq_zero.1 ((div_eq_zero_iff.1 h0).resolve_right
      (pow_pos hr 2).ne')).resolve_left ha.ne'
    rcases mul_eq_zero.1 h1 with h2 | h2
    · left; linarith
    · right; linarith
  · rintro (h0 | h0)
    · rw [sub_eq_zero.2 h0, zero_mul, mul_zero, zero_div]
    · rw [sub_eq_zero.2 h0.symm, mul_zero, mul_zero, zero_div]

/-- The radial action of a bound Kepler orbit is `π (k √(m/(-2E)) - L)`. -/
theorem radialAction_eq (hm : 0 < m) (hk : 0 < k) (hL : 0 < L) (h : BoundOrbit m k E L) :
    radialAction m k E L = π * (k * √(m / (-2 * E)) - L) := by
  obtain ⟨h1, h12, hsum, hprod⟩ := turning_points hm hk hL h
  have hE := h.1
  have ha : 0 < -2 * m * E := by nlinarith [mul_pos hm (neg_pos.2 hE)]
  have hE2 : 0 < -2 * E := by linarith
  have hc : radialAction m k E L = ∫ r in (rInner m k E L)..(rOuter m k E L),
      √(-2 * m * E) * (√((r - rInner m k E L) * (rOuter m k E L - r)) / r) := by
    refine intervalIntegral.integral_congr (fun r hr => ?_)
    rw [Set.uIcc_of_le h12.le] at hr
    have hr0 : 0 < r := h1.trans_le hr.1
    rw [radialMomentumSq_factor hm hk hL h hr0, Real.sqrt_div' _ (sq_nonneg r),
      Real.sqrt_sq hr0.le, Real.sqrt_mul ha.le, mul_div_assoc]
  have hq : √(m / (-2 * E)) = √(-2 * m * E) / (-2 * E) := by
    have e : m / (-2 * E) = (-2 * m * E) / (-2 * E) ^ 2 := by
      rw [div_eq_div_iff hE2.ne' (pow_pos hE2 2).ne']; ring
    rw [e, Real.sqrt_div' _ (sq_nonneg _), Real.sqrt_sq hE2.le]
  rw [hc, intervalIntegral.integral_const_mul, integral_between_turning_points h1 h12,
    hsum, hprod, hq, Real.sqrt_div (sq_nonneg L), Real.sqrt_sq hL.le]
  have hs : √(-2 * m * E) * (L / √(-2 * m * E)) = L :=
    mul_div_cancel₀ L (Real.sqrt_pos.2 ha).ne'
  linear_combination (-π) * hs

/-- An orbit of angular momentum `L` is bound with radial action `π J` exactly when its energy
is `-m k² / (2 (J + L)²)`. -/
theorem bound_with_action_iff {J : ℝ} (hm : 0 < m) (hk : 0 < k) (hL : 0 < L) (hJ : 0 < J) :
    (BoundOrbit m k E L ∧ radialAction m k E L = π * J) ↔
      E = -(m * k ^ 2) / (2 * (J + L) ^ 2) := by
  have hden : 0 < 2 * (J + L) ^ 2 := by positivity
  constructor
  · rintro ⟨h, hact⟩
    rw [radialAction_eq hm hk hL h] at hact
    have hE2 : 0 < -2 * E := by linarith [h.1]
    have h1 : k * √(m / (-2 * E)) = J + L := by
      linarith [mul_left_cancel₀ Real.pi_ne_zero hact]
    have h2 : k ^ 2 * (m / (-2 * E)) = (J + L) ^ 2 := by
      rw [← h1, mul_pow, Real.sq_sqrt (div_pos hm hE2).le]
    have h3 : m * k ^ 2 = (J + L) ^ 2 * (-2 * E) := by
      rw [← h2, mul_assoc, div_mul_cancel₀ _ hE2.ne']; ring
    rw [eq_div_iff hden.ne']
    linear_combination h3
  · intro h
    have h0 := (eq_div_iff hden.ne').1 h
    have hA : 0 < m * k ^ 2 := by positivity
    have hE : E < 0 := by
      rw [h]; exact div_neg_of_neg_of_pos (by linarith) hden
    have hE2 : 0 < -2 * E := by linarith
    have hq : m * k ^ 2 / (-2 * E) = (J + L) ^ 2 := by
      rw [div_eq_iff hE2.ne']; linear_combination h0
    have hb : BoundOrbit m k E L := ⟨hE, by rw [hq]; nlinarith [mul_pos hJ hL, pow_pos hJ 2]⟩
    refine ⟨hb, ?_⟩
    have h1 : k * √(m / (-2 * E)) = J + L := by
      refine (pow_left_inj₀ (by positivity) (by positivity) two_ne_zero).1 ?_
      rw [mul_pow, Real.sq_sqrt (div_pos hm hE2).le, ← hq]; ring
    rw [radialAction_eq hm hk hL hb, h1]
    ring

/-- Bohr-Sommerfeld quantization with `L = ħ(l + 1/2)` and radial action `πħ(n + 1/2)` selects
exactly the energy `-m k² / (2ħ²(n + l + 1)²)`. -/
theorem hydrogen_levels {hbar : ℝ} (hm : 0 < m) (hk : 0 < k) (hh : 0 < hbar) (n l : ℕ) :
    (BoundOrbit m k E (hbar * (l + 1 / 2)) ∧
      radialAction m k E (hbar * (l + 1 / 2)) = π * (hbar * (n + 1 / 2))) ↔
      E = -(m * k ^ 2) / (2 * hbar ^ 2 * (n + l + 1) ^ 2) := by
  rw [bound_with_action_iff hm hk (by positivity) (by positivity)]
  have e : 2 * (hbar * ((n : ℝ) + 1 / 2) + hbar * ((l : ℝ) + 1 / 2)) ^ 2
      = 2 * hbar ^ 2 * ((n : ℝ) + l + 1) ^ 2 := by ring
  rw [e]

/-- With `L = ħ√(l(l+1))` and `l ≥ 1`, the same quantization condition gives an energy strictly
below `-m k² / (2ħ²(n + l + 1)²)`. -/
theorem uncorrected_level_lt {hbar : ℝ} (hm : 0 < m) (hk : 0 < k) (hh : 0 < hbar) (n l : ℕ)
    (hl : 1 ≤ l) (hb : BoundOrbit m k E (hbar * √((l : ℝ) * (l + 1))))
    (hact : radialAction m k E (hbar * √((l : ℝ) * (l + 1))) = π * (hbar * (n + 1 / 2))) :
    E < -(m * k ^ 2) / (2 * hbar ^ 2 * (n + l + 1) ^ 2) := by
  have hl0 : (0 : ℝ) < l := by exact_mod_cast hl
  have hs0 : 0 < √((l : ℝ) * (l + 1)) := Real.sqrt_pos.2 (by positivity)
  have hs : √((l : ℝ) * (l + 1)) < l + 1 / 2 :=
    (Real.sqrt_lt' (by positivity)).2 (by nlinarith)
  rw [(bound_with_action_iff hm hk (mul_pos hh hs0) (by positivity)).1 ⟨hb, hact⟩,
    neg_div, neg_div]
  have h1 : hbar * ((n : ℝ) + 1 / 2) + hbar * √((l : ℝ) * (l + 1))
      < hbar * ((n : ℝ) + l + 1) := by
    linarith [mul_lt_mul_of_pos_left hs hh]
  have h2 := pow_lt_pow_left₀ h1 (by positivity) two_ne_zero
  rw [mul_pow hbar ((n : ℝ) + l + 1)] at h2
  exact neg_lt_neg (div_lt_div_of_pos_left (by positivity) (by positivity) (by linarith))

end

end KeplerBohrSommerfeld
```

```lean
#print axioms KeplerBohrSommerfeld.radialMomentumSq_eq_zero_iff
#print axioms KeplerBohrSommerfeld.hydrogen_levels
#print axioms KeplerBohrSommerfeld.uncorrected_level_lt
```

```
'KeplerBohrSommerfeld.radialMomentumSq_eq_zero_iff' depends on axioms: [propext, Classical.choice, Quot.sound]
'KeplerBohrSommerfeld.hydrogen_levels' depends on axioms: [propext, Classical.choice, Quot.sound]
'KeplerBohrSommerfeld.uncorrected_level_lt' depends on axioms: [propext, Classical.choice, Quot.sound]
```

## How the proof follows the calculation

`hasDerivAt_arcsin_of_sq` differentiates $\arcsin u$ when $1-u^2=s^2$ with $s>0$, giving $u'/s$. `integral_between_turning_points` applies it to $u_1$ and $u_2$. The square-root terms prevent a routine term-by-term differentiation at the endpoints, so the proof uses a version of the fundamental theorem of calculus that needs continuity on $[p,q]$, the derivative only inside, and an integrable integrand. `field_simp` and `ring` check the algebra for $F'=R/r$, and `v1` to `v4` evaluate the arcsine arguments at the ends.

`turning_points` proves the ordering, sum and product of the roots. It obtains $\sqrt{(mk)^2+2mEL^2}<mk$ by comparing squares. `radialMomentumSq_factor` uses the sum and product to factor $p_r^2$, and `radialMomentumSq_eq_zero_iff` concludes that `rInner` and `rOuter` are its only positive zeros.

In `radialAction_eq`, `integral_congr` replaces the integrand by its factored form. The constant $\sqrt{-2mE}$ then comes out of the integral, and the previous results supply the value.

The two directions of `bound_with_action_iff` are the two halves of the energy calculation: the first squares $k\sqrt{m/(-2E)}=J+L$, and the second establishes the bound before recovering this equation from equality of squares. `hydrogen_levels` substitutes the half-integer values and simplifies the denominator. `uncorrected_level_lt` first proves $\sqrt{l(l+1)}<l+\tfrac12$, then carries the inequality through the square, the reciprocal and the minus sign.
